# Beyond the minimum of a Morse curve, the virial kinetic-energy change can vanish only at distances greater than 1/a

For the Morse binding curve U(R) = D(y² − 2y), with y = exp(−a(R − r)) and D, a > 0, the theorem `range_lt_zero` says that if −U(R) − R U′(R) vanishes at some R0 > r, then R0 > 1/a. This expression is the kinetic-energy change that the virial theorem assigns to a binding curve; here it is taken as a definition, and the existence of a zero is assumed. The proof factors it as D y (2 − y − 2aR(1 − y)), so that at R0 the last factor must be zero. Since R0 lies beyond r, y is less than 1, and if aR0 were at most 1 the last factor would be at least y, which is positive, a contradiction.

This version doesn't compile in Lean 4 with Mathlib:

```lean
import Mathlib

open Set

namespace RangeLtZero

noncomputable section

/-- The Morse variable `y = exp(-a (R - r))`. -/
def morseY (a r R : ℝ) : ℝ := Real.exp (-a * (R - r))

/-- The Morse binding curve `U(R) = D (y² - 2y)`, measured from the separated atoms. -/
def morse (D a r R : ℝ) : ℝ := D * (morseY a r R ^ 2 - 2 * morseY a r R)

/-- The virial kinetic-energy change `-U(R) - R U'(R)` belonging to a binding curve `U`. -/
def virialKinetic (U : ℝ → ℝ) (R : ℝ) : ℝ := -U R - R * deriv U R

/-- The factor `2 - y - 2aR(1 - y)`, with `y` the Morse variable at `R`. -/
def balance (a r R : ℝ) : ℝ := 2 - morseY a r R - 2 * a * R * (1 - morseY a r R)

/-- The Morse variable is positive. -/
lemma morseY_pos (a r R : ℝ) : 0 < morseY a r R := Real.exp_pos _

/-- The slope of the Morse curve is `U'(R) = 2aD (y - y²)`. -/
theorem morse_hasDerivAt (D a r R : ℝ) :
    HasDerivAt (morse D a r) (2 * a * D * (morseY a r R - morseY a r R ^ 2)) R := by
  have h : HasDerivAt (fun x : ℝ => -a * (x - r)) (-a * 1) R :=
    ((hasDerivAt_id' R).sub_const r).const_mul (-a)
  have hy : HasDerivAt (fun x => morseY a r x) (morseY a r R * (-a * 1)) R := h.exp
  have hU : morse D a r =
      fun x => D * (morseY a r x * morseY a r x - 2 * morseY a r x) := by
    funext x
    unfold morse
    ring
  rw [hU]
  exact (((hy.fun_mul hy).fun_sub (hy.const_mul 2)).const_mul D).congr_deriv (by ring)

/-- For the Morse curve the virial kinetic-energy change factors as
`D y (2 - y - 2aR(1 - y))`. -/
theorem virialKinetic_morse (D a r R : ℝ) :
    virialKinetic (morse D a r) R = D * morseY a r R * balance a r R := by
  unfold virialKinetic
  rw [(morse_hasDerivAt D a r R).deriv]
  unfold morse balance
  ring

/-- For `D, a > 0`, a zero of the virial kinetic-energy change beyond `r` lies at a distance
larger than the Morse range `1/a`. -/
theorem range_lt_zero {D a r R0 : ℝ} (hD : 0 < D) (ha : 0 < a) (hR : r < R0)
    (h : virialKinetic (morse D a r) R0 = 0) : 1 / a < R0 := by
  rw [virialKinetic_morse] at h
  have h0 := (mul_eq_zero.1 h).resolve_left (mul_pos hD (morseY_pos a r R0)).ne'
  have hy : morseY a r R0 < 1 :=
    Real.exp_lt_one (by nlinarith [mul_pos ha (sub_pos.2 hR)])
  rw [div_lt_iff₀ ha]
  unfold balance at h0
  by_contra hn
  have h1 := mul_nonneg (sub_nonneg.2 (not_lt.1 hn)) (sub_pos.2 hy).le
  nlinarith [morseY_pos a r R0]

end

end RangeLtZero
```

The error:

```
Main.lean:54:4: error(lean.unknownIdentifier): Unknown constant `Real.exp_lt_one`
```

What went wrong. The only error is in the step `hy`, which shows that the Morse variable at R0 is less than 1. The proof calls on `Real.exp_lt_one` for the fact that the exponential of a negative number is below 1, and Lean reports that no constant of that name is known. The mathematics of the step is sound, since −a(R0 − r) is negative when a > 0 and R0 > r.

The repair uses `Real.exp_lt_one_iff`, which states the fact as an equivalence: exp x < 1 exactly when x < 0. An equivalence can't be applied directly to a proof of x < 0, so `.mpr` picks out the direction from x < 0 to exp x < 1. The argument in brackets, where `nlinarith` proves the exponent negative, is kept as it was, and so is the rest of the proof.

As a diff, the version that Lean accepts:

```diff
@@ -52,5 +52,5 @@
   have h0 := (mul_eq_zero.1 h).resolve_left (mul_pos hD (morseY_pos a r R0)).ne'
   have hy : morseY a r R0 < 1 :=
-    Real.exp_lt_one (by nlinarith [mul_pos ha (sub_pos.2 hR)])
+    Real.exp_lt_one_iff.mpr (by nlinarith [mul_pos ha (sub_pos.2 hR)])
   rw [div_lt_iff₀ ha]
   unfold balance at h0
```
